# Three equivalent electrons form a ⁴S term exactly when $l$ is odd

Put three spin-up electrons into a d shell. Total orbital projection $M=0$ can be reached in two ways, $\{-2,0,2\}$ and $\{-1,0,1\}$. Raising the highest electron by one unit turns the second into $\{-1,0,2\}$, which has $M=1$, but the first is stuck because its top electron already sits at $m=2$. In return, $M=1$ has a state that no such move reaches, $\{-2,1,2\}$. The counts are equal, so d³ has no ⁴S term. In p³ the only state is $\{-1,0,1\}$. It is stuck, nothing compensates for it, and there is one ⁴S term.

Write $l^3$ for three electrons in one shell of orbital quantum number $l$. I believe this pattern continues: $l^3$ has exactly one ⁴S term for odd $l$ and none for even $l$. Can this be proved for every $l$, with a proof that Lean accepts?

## Raising the highest electron by one unit

Yes, given the usual rule that each quartet term of orbital momentum $L$ supplies one state with all three spins up for every $M$ from $-L$ to $L$.

Let $c(M)$ be the number of three-element subsets of $\{-l,\dots,l\}$ with sum $M$. Sort each subset as $a<b<c$, where the letter $c$ without an argument is the highest orbital. Since $c=M-a-b$, the pair $(a,b)$ fixes the state, and $c(M)$ counts the pairs with
$$-l\le a<b<M-a-b\le l .$$

Keep $(a,b)$ and pass from $M=0$ to $M=1$. The highest electron moves up by one, and two things can go wrong.

- **Blocked states.** A pair is admissible for $M=0$ but not for $M=1$ exactly when the top electron cannot rise, so $c=l$ and $a+b=-l$. Writing $b=-i$ gives the triple $(i-l,\,-i,\,l)$. The condition $a\ge -l$ means $i\ge 0$, and $a<b$ means $2i<l$. There are $\lfloor (l+1)/2\rfloor$ such values of $i$.
- **Unreached states.** A pair is admissible for $M=1$ but not for $M=0$ exactly when the top electron cannot be lowered, because the orbital below it is occupied. Then $c=b+1$, and the sum condition gives $a=-2b$. Since $a<b$, we have $b\ge 1$; writing $b=i+1$ gives $(-2(i+1),\,i+1,\,i+2)$ with $i\ge 0$. The condition $a\ge -l$ means $2(i+1)\le l$, which also ensures $c\le l$. There are $\lfloor l/2\rfloor$ such values.

All other pairs are common to both counts and cancel:
$$c(0)-c(1)=\left\lfloor\tfrac{l+1}{2}\right\rfloor-\left\lfloor\tfrac{l}{2}\right\rfloor=\begin{cases}1,& l \text{ odd},\\ 0,& l\text{ even}.\end{cases}$$

Now let $n(L)$ be the number of quartet terms with orbital momentum $L$. Three spins all up have $M_S=3/2$, which only quartets contain, so
$$c(M)=\sum_{L\ge |M|} n(L).$$
Subtracting the equation for $M=1$ from the one for $M=0$ leaves only $L=0$, so $n(0)=c(0)-c(1)$.

The formula also holds for $l=0$: one orbital cannot hold three spin-up electrons, both counts vanish, and there is no ⁴S term.

In a term-counting program, the same step is a difference of neighbouring histogram entries. One enumerates the spin-up determinants, bins them by $M$, and subtracts. For f³ the bins $M=0,\dots,6$ hold $5,4,4,3,2,1,1$ states, and the first difference, $5-4=1$, is the ⁴S term.

## Determinants and term lists in Lean

`stateCount l M` is $c(M)$. A spin-up determinant is represented by its set of three occupied orbitals, a `Finset ℤ`, so the Pauli principle and the irrelevance of electron order are built in. `lowerPairs l M` is the set of admissible pairs $(a,b)$.

`IsQuartetSpectrum l n` says that the term list `n : ℕ → ℕ` satisfies the sum rule at every integer $M$, with $L$ running from $0$ to $3l$. It stands for the decomposition of the $M_S=3/2$ states into multiplets of orbital angular momentum. That decomposition is assumed here: the file contains no angular momentum operators or wavefunctions, and it does not construct a term list for general $l$. For f³ it does verify one explicitly, namely S, D, F, G and I, once each.

There are two main statements. `stateCount_zero_sub_one` gives the parity formula for every natural `l`, with no hypothesis; the difference is taken in the integers. `quartetS_count` says that every list satisfying the sum rule has `n 0` equal to 1 for odd `l` and 0 for even `l`.

For electronic structure, this settles whether a pure $l^3$ configuration in LS coupling offers a ⁴S term at all, as p³ does in nitrogen; it says nothing about energies or configuration mixing.

```lean
import Mathlib

open Finset

namespace QuartetSTerm

/-- The number of ways to place three spin-up electrons in distinct orbitals
`m = -l, ..., l` with total orbital projection `M`. -/
noncomputable def stateCount (l : ℕ) (M : ℤ) : ℕ :=
  (((Icc (-(l : ℤ)) l).powersetCard 3).filter (fun s => (∑ m ∈ s, m) = M)).card

/-- The two lowest orbitals `(a, b)` of a triple `a < b < c` in the shell with total
projection `M`; the highest orbital is `c = M - a - b`. -/
noncomputable def lowerPairs (l : ℕ) (M : ℤ) : Finset (ℤ × ℤ) :=
  ((Icc (-(l : ℤ)) l) ×ˢ (Icc (-(l : ℤ)) l)).filter
    (fun p => p.1 < p.2 ∧ p.2 < M - p.1 - p.2 ∧ M - p.1 - p.2 ≤ l)

/-- `n L` is a possible number of quartet terms of orbital momentum `L ≤ 3 l` in the
configuration `l³`: with one state for each `M` with `|M| ≤ L` from every term, the terms
reproduce the number of spin-up states at every `M`. -/
def IsQuartetSpectrum (l : ℕ) (n : ℕ → ℕ) : Prop :=
  ∀ M : ℤ, stateCount l M = ∑ L ∈ range (3 * l + 1), if M.natAbs ≤ L then n L else 0

/-- A pair `(a, b)` is admissible exactly when `-l ≤ a < b < M - a - b ≤ l`. -/
theorem mem_lowerPairs (l : ℕ) (M a b : ℤ) :
    (a, b) ∈ lowerPairs l M ↔
      -(l : ℤ) ≤ a ∧ a < b ∧ b < M - a - b ∧ M - a - b ≤ l := by
  simp only [lowerPairs, mem_filter, mem_product, mem_Icc]
  omega

/-- Three-electron spin-up states of projection `M` are counted by their two lowest
orbitals. -/
theorem stateCount_eq (l : ℕ) (M : ℤ) : stateCount l M = (lowerPairs l M).card := by
  unfold stateCount
  symm
  apply Finset.card_bij (fun p _ => ({p.1, p.2, M - p.1 - p.2} : Finset ℤ))
  · -- an admissible pair gives a state
    rintro ⟨a, b⟩ h
    rw [mem_lowerPairs] at h
    have ha : a ∉ ({b, M - a - b} : Finset ℤ) := by
      simp only [mem_insert, mem_singleton]
      omega
    have hb : b ∉ ({M - a - b} : Finset ℤ) := by
      simp only [mem_singleton]
      omega
    rw [mem_filter, mem_powersetCard]
    refine ⟨⟨?_, card_eq_three.mpr
      ⟨a, b, M - a - b, by omega, by omega, by omega, rfl⟩⟩, ?_⟩
    · intro x hx
      simp only [mem_insert, mem_singleton] at hx
      rw [mem_Icc]
      omega
    · show (∑ m ∈ ({a, b, M - a - b} : Finset ℤ), m) = M
      rw [sum_insert ha, sum_insert hb, sum_singleton]
      ring
  · -- the state determines its two lowest orbitals
    rintro ⟨a, b⟩ h ⟨a', b'⟩ h' e
    rw [mem_lowerPairs] at h h'
    change ({a, b, M - a - b} : Finset ℤ) = {a', b', M - a' - b'} at e
    have k1 : a ∈ ({a', b', M - a' - b'} : Finset ℤ) := by rw [← e]; simp
    have k2 : b ∈ ({a', b', M - a' - b'} : Finset ℤ) := by rw [← e]; simp
    have k3 : M - a - b ∈ ({a', b', M - a' - b'} : Finset ℤ) := by rw [← e]; simp
    simp only [mem_insert, mem_singleton] at k1 k2 k3
    have k : a = a' ∧ b = b' := by omega
    exact Prod.ext k.1 k.2
  · -- every state can be sorted
    intro s hs
    rw [mem_filter, mem_powersetCard] at hs
    obtain ⟨⟨hsub, hcard⟩, hsum⟩ := hs
    obtain ⟨x, y, z, hxy, hxz, hyz, rfl⟩ := card_eq_three.mp hcard
    have nx : x ∉ ({y, z} : Finset ℤ) := by
      simp only [mem_insert, mem_singleton]
      omega
    have ny : y ∉ ({z} : Finset ℤ) := by
      simp only [mem_singleton]
      omega
    rw [sum_insert nx, sum_insert ny, sum_singleton] at hsum
    have bx := mem_Icc.mp (hsub (show x ∈ ({x, y, z} : Finset ℤ) by simp))
    have hy := mem_Icc.mp (hsub (show y ∈ ({x, y, z} : Finset ℤ) by simp))
    have hz := mem_Icc.mp (hsub (show z ∈ ({x, y, z} : Finset ℤ) by simp))
    have fin : ∀ a b : ℤ,
        (-(l : ℤ) ≤ a ∧ a < b ∧ b < M - a - b ∧ M - a - b ≤ l) →
        (∀ t, (t = a ∨ t = b ∨ t = M - a - b) ↔ (t = x ∨ t = y ∨ t = z)) →
        ∃ p, ∃ _ : p ∈ lowerPairs l M,
          ({p.1, p.2, M - p.1 - p.2} : Finset ℤ) = {x, y, z} := by
      intro a b h ht
      refine ⟨(a, b), (mem_lowerPairs l M a b).mpr h, ?_⟩
      ext t
      simp only [mem_insert, mem_singleton]
      exact ht t
    rcases lt_or_gt_of_ne hxy with h1 | h1 <;>
      rcases lt_or_gt_of_ne hxz with h2 | h2 <;>
      rcases lt_or_gt_of_ne hyz with h3 | h3
    · exact fin x y (by omega) (fun t => by omega)
    · exact fin x z (by omega) (fun t => by omega)
    · omega
    · exact fin z x (by omega) (fun t => by omega)
    · exact fin y x (by omega) (fun t => by omega)
    · omega
    · exact fin y z (by omega) (fun t => by omega)
    · exact fin z y (by omega) (fun t => by omega)

/-- Exactly `⌊(l + 1) / 2⌋` pairs of lower orbitals are admissible for `M = 0` but not
for `M = 1`. -/
theorem card_blocked (l : ℕ) :
    (lowerPairs l 0 \ lowerPairs l 1).card = (l + 1) / 2 := by
  -- the highest electron already sits in `m = l`
  have h : lowerPairs l 0 \ lowerPairs l 1 =
      (range ((l + 1) / 2)).image (fun i : ℕ => ((i : ℤ) - l, -(i : ℤ))) := by
    ext ⟨a, b⟩
    simp only [mem_sdiff, mem_lowerPairs, mem_image, mem_range, Prod.mk.injEq]
    constructor
    · intro h
      exact ⟨(-b).toNat, by omega, by omega, by omega⟩
    · rintro ⟨i, hi, rfl, rfl⟩
      omega
  rw [h, card_image_of_injective, card_range]
  intro i j hij
  simp only [Prod.mk.injEq] at hij
  omega

/-- Exactly `⌊l / 2⌋` pairs of lower orbitals are admissible for `M = 1` but not for
`M = 0`. -/
theorem card_unreached (l : ℕ) :
    (lowerPairs l 1 \ lowerPairs l 0).card = l / 2 := by
  -- the two highest electrons are neighbours, so the top one cannot be lowered
  have h : lowerPairs l 1 \ lowerPairs l 0 =
      (range (l / 2)).image (fun i : ℕ => (-2 * ((i : ℤ) + 1), (i : ℤ) + 1)) := by
    ext ⟨a, b⟩
    simp only [mem_sdiff, mem_lowerPairs, mem_image, mem_range, Prod.mk.injEq]
    constructor
    · intro h
      exact ⟨(b - 1).toNat, by omega, by omega, by omega⟩
    · rintro ⟨i, hi, rfl, rfl⟩
      omega
  rw [h, card_image_of_injective, card_range]
  intro i j hij
  simp only [Prod.mk.injEq] at hij
  omega

/-- The spin-up states of `l³` with `M = 0` outnumber those with `M = 1` by one for odd
`l`, and the two numbers agree for even `l`. -/
theorem stateCount_zero_sub_one (l : ℕ) :
    (stateCount l 0 : ℤ) - stateCount l 1 = if Odd l then 1 else 0 := by
  have h0 := card_sdiff_add_card_inter (lowerPairs l 0) (lowerPairs l 1)
  have h1 := card_sdiff_add_card_inter (lowerPairs l 1) (lowerPairs l 0)
  rw [card_blocked] at h0
  rw [card_unreached, inter_comm] at h1
  rw [stateCount_eq, stateCount_eq]
  split_ifs with h <;> rw [Nat.odd_iff] at h <;> omega

/-- In any term list `n` that satisfies the sum rule for `l³`, the number of quartet S terms is the
number of spin-up states with `M = 0` minus the number with `M = 1`. -/
theorem quartetS_eq_sub {l : ℕ} {n : ℕ → ℕ} (h : IsQuartetSpectrum l n) :
    (n 0 : ℤ) = stateCount l 0 - stateCount l 1 := by
  have e0 : stateCount l 0 = ∑ i ∈ range (3 * l), n (i + 1) + n 0 := by
    rw [h 0, sum_range_succ']
    simp
  have e1 : stateCount l 1 = ∑ i ∈ range (3 * l), n (i + 1) := by
    rw [h 1, sum_range_succ']
    simp
  rw [e0, e1]
  push_cast
  ring

/-- Any term list `n` that satisfies the sum rule for `l³` has exactly one quartet S term for odd
`l` and none for even `l`. -/
theorem quartetS_count {l : ℕ} {n : ℕ → ℕ} (h : IsQuartetSpectrum l n) :
    n 0 = if Odd l then 1 else 0 := by
  have h1 := quartetS_eq_sub h
  rw [stateCount_zero_sub_one] at h1
  exact_mod_cast h1

/-- The list with one quartet term each of S, D, F, G and I (`L = 0, 2, 3, 4, 6`) satisfies the sum
rule for `f³`: it reproduces the number of spin-up states at every `M`. -/
theorem isQuartetSpectrum_witness :
    IsQuartetSpectrum 3 (fun L => if L ∈ ({0, 2, 3, 4, 6} : Finset ℕ) then 1 else 0) := by
  intro M
  by_cases hM : M ∈ Icc (-6 : ℤ) 6
  · revert M
    decide +kernel
  · -- beyond `|M| = 6` there are neither states nor terms
    rw [mem_Icc] at hM
    have h0 : stateCount 3 M = 0 := by
      rw [stateCount_eq, card_eq_zero, eq_empty_iff_forall_notMem]
      rintro ⟨a, b⟩ h
      rw [mem_lowerPairs] at h
      omega
    rw [h0]
    symm
    apply sum_eq_zero
    intro L _
    refine ite_eq_right_iff.mpr fun h1 => ite_eq_right_iff.mpr fun h2 => ?_
    simp only [mem_insert, mem_singleton] at h2
    omega

end QuartetSTerm
```

```lean
#print axioms QuartetSTerm.quartetS_count
```

```
'QuartetSTerm.quartetS_count' depends on axioms: [propext, Classical.choice, Quot.sound]
```

## From sorted triples to the parity of $l$

`mem_lowerPairs` unfolds the definition into the chain of inequalities above. `stateCount_eq` is the sorting step, a bijection built with `Finset.card_bij`. Its three parts show that an admissible pair gives a valid state, that different pairs give different states, and that every state arises. The last part splits on the order of the three orbitals; two of the eight combinations of comparisons are cyclic, and `omega`, a tactic for linear integer arithmetic, rejects them.

`card_blocked` and `card_unreached` treat the two exceptional families. Each shows that a set difference is the image of a range of `i` under the parametrisation derived above, then counts the range because the map is injective.

`stateCount_zero_sub_one` splits each set of pairs into its exceptional part and the common intersection. The intersection cancels, and a case split on the parity of `l` finishes the argument.

`quartetS_eq_sub` uses `sum_range_succ'` to separate the $L=0$ term from the sum rule. That term contributes at $M=0$ but not at $M=1$, while all the others contribute equally. `quartetS_count` combines this with the parity formula.

For the f³ list, `isQuartetSpectrum_witness` checks $|M|\le 6$ by direct evaluation and shows that both sides vanish beyond that.
